# Stars minus bonds recover every total of atom, bond, adjacent-bond and hydrogen weights in a singly bonded molecule

## Does the fragment balance hold exactly?

Take a molecule of singly bonded heavy atoms whose remaining valences are all filled by hydrogen. Cut out a star for each heavy atom (the atom, its heavy neighbours and the bonds between it and them) and a fragment for each bond, and fill all open valences with hydrogen. The stars minus the bond fragments then give the molecule's total of any fixed weights on atoms, bonds, pairs of adjacent bonds and hydrogens, where a hydrogen's weight is set by the atom that carries it. Reaction schemes that cancel errors by matching bonding environments rely on this kind of count. Can it be made rigorous for any such molecule, rings included, and checked by machine?

## Yes: each weighted item is counted once, net

Throughout, "bond" means a bond between two heavy atoms; bonds to hydrogen are accounted for by the hydrogens. Let $E$ be the set of bonds, $d_a$ the number of bonds at heavy atom $a$, $S_v$ the star at $v$ and $B_e$ the fragment of bond $e$. For a property $f$ of fragments, define

$$R[f]=\sum_v f(S_v)-\sum_{e\in E} f(B_e).$$

**Atoms.** Atom $a$ lies in its own star, in those of its $d_a$ neighbours, and in $d_a$ bond fragments. With weights $\alpha_a$,

$$R=\sum_a(1+d_a)\alpha_a-\sum_a d_a\alpha_a=\sum_a\alpha_a.$$

**Bonds.** A bond lies in the stars at its two ends and in one bond fragment. With weights $\beta_e$, $R=2\sum_e\beta_e-\sum_e\beta_e=\sum_e\beta_e$.

**Adjacent bonds.** Two distinct bonds that meet share exactly one atom, so the pair lies in exactly one star. A bond fragment contains no pair.

**Hydrogens.** Let atom $a$ have valence $z_a\ge d_a$, and let each hydrogen on it weigh $\eta_a$. A fragment $F$ with atoms $A_F$ and bonds $E_F$, of which $d_F(a)$ meet at $a$, has the hydrogen total

$$\sum_{a\in A_F}\eta_a\bigl(z_a-d_F(a)\bigr)=\sum_{a\in A_F}\eta_a z_a-\sum_{e\in E_F}\sum_{a\in e}\eta_a.$$

This is an atom sum minus a bond sum, and both are already balanced. Adding the four parts gives the result.

## Cyclopropane, and the bond that must be left out

Each of the three stars in cyclopropane has three carbons and two bonds, so capping makes it propane. Each bond fragment becomes ethane. The hydrogen count is $3\cdot 8-3\cdot 6=6$, as in C₃H₆.

If a star instead kept every bond among its atoms, each star would be cyclopropane itself, and the count would be $3\cdot 6-3\cdot 6=0$. Only the bonds at the centre belong to the star.

## What the Lean statement says

The graph `G` on a finite type `V` is the heavy-atom skeleton, `val` gives the valences, and `rungTwo` is $R$, named after rung 2 (CBH-2) of the connectivity-based hierarchy of reaction schemes, whose rungs are numbered from 0. A `Fragment` is a set of atoms with a set of bonds; its hydrogens are computed by `hydrogensOn`. The hypothesis `hval` says that no atom has more heavy-atom bonds than its valence, which keeps the natural-number subtraction from being cut off at zero.

The main theorem, `rungTwo_total`, holds for all real `Weights`. A weight belongs to a labelled atom, bond or pair and is the same in every fragment; a hydrogen's weight depends only on its host atom. Multiple bonds, geometry and longer-range interactions are not modelled. By `distant_atoms_not_in_star`, two distinct atoms that are neither bonded nor share a neighbour never occur in one star.

For electronic structure, `corrected_energy` says that a low-level energy plus the fragment correction equals the high-level energy, provided that the two methods differ by such a total, with the same weights throughout, on every fragment and on the whole molecule (which is also a `Fragment` in Lean). This assumption, `herr`, stands for a method error that is local and transferable; it is not derived from any Hamiltonian. Lean asks it of every `Fragment`, but only its values on the stars, the bond fragments and the molecule enter the result.

```lean
import Mathlib

open Finset

namespace ConnectivityHierarchy

/-- A fragment of a molecule: a set of heavy atoms and a set of bonds. -/
structure Fragment (V : Type*) where
  atoms : Finset V
  bonds : Finset (Sym2 V)

/-- Real weights for atoms, bonds, unordered pairs of bonds, and hydrogens
(according to the heavy atom that carries them). -/
structure Weights (V : Type*) where
  atom : V → ℝ
  bond : Sym2 V → ℝ
  pair : Finset (Sym2 V) → ℝ
  hydrogen : V → ℝ

variable {V : Type*} [Fintype V] [DecidableEq V]

/-- The whole molecule: all heavy atoms and all bonds. -/
def molecule (G : SimpleGraph V) [DecidableRel G.Adj] : Fragment V :=
  ⟨univ, G.edgeFinset⟩

/-- The star at `v`: the atom, its neighbours, and the bonds that meet at `v`. -/
def starFragment (G : SimpleGraph V) [DecidableRel G.Adj] (v : V) : Fragment V :=
  ⟨insert v (G.neighborFinset v), G.edgeFinset.filter (fun e => v ∈ e)⟩

/-- The bond fragment of `e`: the bond and the atoms at its ends. -/
def bondFragment (e : Sym2 V) : Fragment V :=
  ⟨univ.filter (fun a => a ∈ e), {e}⟩

/-- The unordered pairs of distinct bonds of a fragment that share an atom. -/
def adjacentPairs (F : Fragment V) : Finset (Finset (Sym2 V)) :=
  (F.bonds.powersetCard 2).filter (fun P => ∃ v, ∀ e ∈ P, v ∈ e)

/-- Hydrogens on atom `a` of a fragment: its valence less its bonds in the fragment. If the atom has
more bonds in the fragment than its valence, the value is 0. -/
def hydrogensOn (val : V → ℕ) (F : Fragment V) (a : V) : ℕ :=
  val a - (F.bonds.filter (fun e => a ∈ e)).card

/-- The sum of the weights of all hydrogens that cap a fragment. -/
def hydrogenTotal (val : V → ℕ) (η : V → ℝ) (F : Fragment V) : ℝ :=
  ∑ a ∈ F.atoms, η a * (hydrogensOn val F a : ℝ)

/-- The weighted total of a hydrogen-capped fragment. -/
def total (val : V → ℕ) (w : Weights V) (F : Fragment V) : ℝ :=
  ∑ a ∈ F.atoms, w.atom a + ∑ e ∈ F.bonds, w.bond e
    + ∑ P ∈ adjacentPairs F, w.pair P + hydrogenTotal val w.hydrogen F

/-- The second rung: a property summed over the stars, less its sum over the bonds. -/
def rungTwo (G : SimpleGraph V) [DecidableRel G.Adj] (f : Fragment V → ℝ) : ℝ :=
  ∑ v, f (starFragment G v) - ∑ e ∈ G.edgeFinset, f (bondFragment e)

variable (G : SimpleGraph V) [DecidableRel G.Adj]

/-- The number of bonds that contain an atom is its degree. -/
theorem card_bonds_at (a : V) :
    (G.edgeFinset.filter (fun e => a ∈ e)).card = G.degree a := by
  rw [← SimpleGraph.incidenceFinset_eq_filter, SimpleGraph.card_incidenceFinset_eq_degree]

/-- The second rung reproduces every weighted sum over atoms. -/
theorem rungTwo_atoms (α : V → ℝ) :
    rungTwo G (fun F => ∑ a ∈ F.atoms, α a) = ∑ a, α a := by
  -- each atom is a neighbour in as many stars as it has bonds
  have h1 : ∑ v, ∑ a ∈ G.neighborFinset v, α a = ∑ a, (G.degree a : ℝ) * α a := by
    rw [Finset.sum_comm' (s' := fun a => G.neighborFinset a) (t' := univ)
      (fun x y => by
        simp only [mem_univ, SimpleGraph.mem_neighborFinset, true_and, and_true]
        exact G.adj_comm x y)]
    simp only [sum_const, SimpleGraph.card_neighborFinset_eq_degree, nsmul_eq_mul]
  have h2 : ∑ e ∈ G.edgeFinset, ∑ a ∈ univ.filter (fun a => a ∈ e), α a
      = ∑ a, (G.degree a : ℝ) * α a := by
    rw [Finset.sum_comm' (s' := fun a => G.edgeFinset.filter (fun e => a ∈ e))
      (t' := univ) (fun x y => by simp only [mem_filter, mem_univ, true_and, and_true])]
    simp only [sum_const, card_bonds_at, nsmul_eq_mul]
  have h3 : ∀ v, ∑ a ∈ insert v (G.neighborFinset v), α a
      = α v + ∑ a ∈ G.neighborFinset v, α a :=
    fun v => Finset.sum_insert (by simp)
  simp only [rungTwo, starFragment, bondFragment, h3, sum_add_distrib]
  rw [h1, h2]
  ring

/-- The second rung reproduces every weighted sum over bonds. -/
theorem rungTwo_bonds (β : Sym2 V → ℝ) :
    rungTwo G (fun F => ∑ e ∈ F.bonds, β e) = ∑ e ∈ G.edgeFinset, β e := by
  -- a bond has two ends
  have hc : ∀ e ∈ G.edgeFinset, (univ.filter (fun a => a ∈ e)).card = 2 := by
    intro e
    induction e using Sym2.ind with
    | _ a b =>
      intro h
      have hab : G.Adj a b := by simpa using h
      have hs : univ.filter (fun x => x ∈ s(a, b)) = {a, b} := by ext x; simp
      rw [hs, card_pair hab.ne]
  have h1 : ∑ v, ∑ e ∈ G.edgeFinset.filter (fun e => v ∈ e), β e
      = ∑ e ∈ G.edgeFinset, 2 * β e := by
    rw [Finset.sum_comm' (s' := fun e => univ.filter (fun a => a ∈ e))
      (t' := G.edgeFinset) (fun x y => by
        simp only [mem_filter, mem_univ, true_and]
        exact and_comm)]
    refine sum_congr rfl fun e he => ?_
    rw [sum_const, hc e he, nsmul_eq_mul]
    norm_num
  simp only [rungTwo, starFragment, bondFragment, sum_singleton]
  rw [h1, ← mul_sum]
  ring

/-- The second rung reproduces every weighted sum over pairs of adjacent bonds. -/
theorem rungTwo_pairs (γ : Finset (Sym2 V) → ℝ) :
    rungTwo G (fun F => ∑ P ∈ adjacentPairs F, γ P)
      = ∑ P ∈ adjacentPairs (molecule G), γ P := by
  have h0 : ∀ e : Sym2 V, adjacentPairs (bondFragment e) = ∅ := by
    intro e
    have h : powersetCard 2 ({e} : Finset (Sym2 V)) = ∅ :=
      powersetCard_eq_empty.2 (by simp)
    simp only [adjacentPairs, bondFragment, h, filter_empty]
  have hU : adjacentPairs (molecule G)
      = univ.biUnion (fun v => adjacentPairs (starFragment G v)) := by
    ext P
    simp only [adjacentPairs, molecule, starFragment, mem_filter, mem_powersetCard,
      mem_biUnion, mem_univ, true_and]
    constructor
    · rintro ⟨⟨hP, h2⟩, v, hv⟩
      exact ⟨v, ⟨fun e he => mem_filter.2 ⟨hP he, hv e he⟩, h2⟩, v, hv⟩
    · rintro ⟨v, ⟨hP, h2⟩, u, hu⟩
      exact ⟨⟨fun e he => (mem_filter.1 (hP he)).1, h2⟩, u, hu⟩
  rw [hU, sum_biUnion]
  · simp only [rungTwo, h0, sum_empty, sum_const_zero, sub_zero]
  · -- two distinct bonds cannot share two atoms
    intro v _ u _ hvu
    refine Finset.disjoint_left.2 ?_
    intro P hv hu
    simp only [adjacentPairs, starFragment, mem_filter, mem_powersetCard] at hv hu
    have key : ∀ e ∈ P, e = s(v, u) := fun e he =>
      (Sym2.mem_and_mem_iff hvu).1
        ⟨(mem_filter.1 (hv.1.1 he)).2, (mem_filter.1 (hu.1.1 he)).2⟩
    obtain ⟨e, f, hef, hP⟩ := card_eq_two.1 hv.1.2
    exact hef ((key e (by simp [hP])).trans (key f (by simp [hP])).symm)

/-- In a fragment of the molecule that contains the ends of its bonds, the hydrogen total
is the weighted valence sum less the hydrogen weights at the ends of each bond. -/
theorem hydrogenTotal_eq {val : V → ℕ} (hval : ∀ v, G.degree v ≤ val v) (η : V → ℝ)
    {F : Fragment V} (hF : F.bonds ⊆ G.edgeFinset)
    (hends : ∀ e ∈ F.bonds, ∀ a ∈ e, a ∈ F.atoms) :
    hydrogenTotal val η F = ∑ a ∈ F.atoms, η a * (val a : ℝ)
      - ∑ e ∈ F.bonds, ∑ a ∈ (bondFragment e).atoms, η a := by
  have h1 : ∑ e ∈ F.bonds, ∑ a ∈ (bondFragment e).atoms, η a
      = ∑ a ∈ F.atoms, η a * ((F.bonds.filter (fun e => a ∈ e)).card : ℝ) := by
    rw [Finset.sum_comm' (s' := fun a => F.bonds.filter (fun e => a ∈ e))
      (t' := F.atoms) (fun e a => by
        simp only [bondFragment, mem_filter, mem_univ, true_and]
        exact ⟨fun h => ⟨h, hends e h.1 a h.2⟩, fun h => h.1⟩)]
    refine sum_congr rfl fun a _ => ?_
    rw [sum_const, nsmul_eq_mul, mul_comm]
  rw [h1, ← sum_sub_distrib]
  refine sum_congr rfl fun a _ => ?_
  -- the valence bound makes the subtraction of naturals a true one
  have hle : (F.bonds.filter (fun e => a ∈ e)).card ≤ val a :=
    (card_le_card (filter_subset_filter _ hF)).trans
      ((card_bonds_at G a).le.trans (hval a))
  rw [hydrogensOn, Nat.cast_sub hle, mul_sub]

/-- The second rung reproduces the weighted total of the hydrogens. -/
theorem rungTwo_hydrogens {val : V → ℕ} (hval : ∀ v, G.degree v ≤ val v) (η : V → ℝ) :
    rungTwo G (hydrogenTotal val η) = hydrogenTotal val η (molecule G) := by
  have hs : ∀ v, _ := fun v => hydrogenTotal_eq G hval η (F := starFragment G v)
    (filter_subset _ _) (by
      intro e he a ha
      obtain ⟨heG, hv⟩ := mem_filter.1 he
      by_cases hav : v = a
      · exact mem_insert.2 (Or.inl hav.symm)
      · rw [(Sym2.mem_and_mem_iff hav).1 ⟨hv, ha⟩] at heG
        exact mem_insert.2 (Or.inr (by simpa using heG)))
  have hb : ∀ e ∈ G.edgeFinset, _ := fun e he =>
    hydrogenTotal_eq G hval η (F := bondFragment e)
      (singleton_subset_iff.2 he) (by
        intro f hf a ha
        rw [mem_singleton.1 hf] at ha
        exact mem_filter.2 ⟨mem_univ a, ha⟩)
  have hm := hydrogenTotal_eq G hval η (F := molecule G) (Subset.refl _)
    (fun _ _ a _ => mem_univ a)
  have A := rungTwo_atoms G (fun a => η a * (val a : ℝ))
  have B := rungTwo_bonds G (fun e => ∑ a ∈ (bondFragment e).atoms, η a)
  simp only [rungTwo] at A B ⊢
  rw [hm, sum_congr rfl (fun v _ => hs v), sum_congr rfl hb, sum_sub_distrib,
    sum_sub_distrib]
  simp only [molecule]
  linarith

/-- Hydrogen-capped stars less hydrogen-capped bonds give the total of the molecule, for
all weights on atoms, bonds, pairs of adjacent bonds and hydrogens. -/
theorem rungTwo_total {val : V → ℕ} (hval : ∀ v, G.degree v ≤ val v) (w : Weights V) :
    rungTwo G (total val w) = total val w (molecule G) := by
  have A := rungTwo_atoms G w.atom
  have B := rungTwo_bonds G w.bond
  have C := rungTwo_pairs G w.pair
  have D := rungTwo_hydrogens G hval w.hydrogen
  have hm : total val w (molecule G) = ∑ a, w.atom a + ∑ e ∈ G.edgeFinset, w.bond e
    + ∑ P ∈ adjacentPairs (molecule G), w.pair P
    + hydrogenTotal val w.hydrogen (molecule G) := rfl
  rw [hm]
  simp only [rungTwo, total, sum_add_distrib] at A B C D ⊢
  linarith

/-- The stars carry as many hydrogens as the molecule and the bond fragments together. -/
theorem hydrogen_balance {val : V → ℕ} (hval : ∀ v, G.degree v ≤ val v) :
    ∑ v, ∑ a ∈ (starFragment G v).atoms, hydrogensOn val (starFragment G v) a
      = ∑ a ∈ (molecule G).atoms, hydrogensOn val (molecule G) a
        + ∑ e ∈ G.edgeFinset,
            ∑ a ∈ (bondFragment e).atoms, hydrogensOn val (bondFragment e) a := by
  have h := rungTwo_hydrogens G hval (fun _ => 1)
  simp only [rungTwo, hydrogenTotal, one_mul] at h
  rw [sub_eq_iff_eq_add] at h
  exact_mod_cast h

/-- If two methods differ on every fragment by a weighted total, the low-level energy of the
molecule plus the second-rung correction is its high-level energy. -/
theorem corrected_energy {val : V → ℕ} (hval : ∀ v, G.degree v ≤ val v) (w : Weights V)
    (high low : Fragment V → ℝ) (herr : ∀ F, high F - low F = total val w F) :
    low (molecule G) + rungTwo G (fun F => high F - low F) = high (molecule G) := by
  have h : (fun F => high F - low F) = total val w := funext herr
  rw [h, rungTwo_total G hval w, ← herr]
  ring

/-- Two distinct atoms that are not bonded and have no common neighbour never occur
together in a star. -/
theorem distant_atoms_not_in_star {a b : V} (hne : a ≠ b) (hab : ¬ G.Adj a b)
    (hcommon : ∀ c, ¬ (G.Adj c a ∧ G.Adj c b)) (v : V) :
    ¬ (a ∈ (starFragment G v).atoms ∧ b ∈ (starFragment G v).atoms) := by
  simp only [starFragment, mem_insert, SimpleGraph.mem_neighborFinset]
  rintro ⟨ha | ha, hb | hb⟩
  · exact hne (ha.trans hb.symm)
  · exact hab (ha ▸ hb)
  · exact hab (hb ▸ ha.symm)
  · exact hcommon v ⟨ha, hb⟩

end ConnectivityHierarchy
```

```lean
#print axioms ConnectivityHierarchy.hydrogenTotal_eq
#print axioms ConnectivityHierarchy.hydrogen_balance
#print axioms ConnectivityHierarchy.corrected_energy
#print axioms ConnectivityHierarchy.distant_atoms_not_in_star
```

```
'ConnectivityHierarchy.hydrogenTotal_eq' depends on axioms: [propext, Classical.choice, Quot.sound]
'ConnectivityHierarchy.hydrogen_balance' depends on axioms: [propext, Classical.choice, Quot.sound]
'ConnectivityHierarchy.corrected_energy' depends on axioms: [propext, Classical.choice, Quot.sound]
'ConnectivityHierarchy.distant_atoms_not_in_star' depends on axioms: [propext, Classical.choice, Quot.sound]
```

## How the proof follows the count

`rungTwo_atoms` and `rungTwo_bonds` exchange the order of summation with `Finset.sum_comm'`, which turns "atoms in each star" into "stars containing each atom", and likewise for bonds. `card_bonds_at` supplies the degree.

`rungTwo_pairs` writes the molecule's adjacent pairs as a union over stars. The union is disjoint: two bonds that both contained distinct atoms `v` and `u` would both be `s(v, u)`, hence equal.

`hydrogenTotal_eq` is the displayed hydrogen identity, for fragments of the molecule that contain the ends of their bonds. `rungTwo_hydrogens` applies it to stars, bond fragments and the molecule, then uses the atom and bond results. In `rungTwo_total`, `linarith` adds the four parts.

Setting every hydrogen weight to 1 gives `hydrogen_balance`, stated in natural numbers with the bond fragments added on the right instead of subtracted on the left: the stars carry as many hydrogens as the molecule and the bond fragments together.
